# Under Δ − k², the function exp(−kr)/r has a point source at the origin

A particle is bound by a force whose range is far shorter than the extent of its wave function. Outside that range an s state has the form exp(−kr)/r with k > 0. This function is normalisable and satisfies the free Schrödinger equation with energy −ħ²k²/(2m) at every r > 0. A free particle has no bound state, so the force must still be present somewhere when its range is taken to zero with the binding energy, and so k, held fixed. It sits at r = 0, where checking the equation point by point cannot see it.

## The weighted integral that finds the source

Let κ be a complex number with Re κ > 0, which is the condition that the function decays exponentially; the bound state above has κ = k. Write

Y(r) = exp(−κr)/r.

Let f be a complex function of the radius, twice continuously differentiable on [0,∞) and zero beyond some radius. On radial functions the Laplacian is Δf = f″ + 2f′/r. Then

∫₀^∞ r² |Y|² dr = 1/(2 Re κ),

∫₀^∞ r² Y (Δf − κ²f) dr = −f(0).

With √(2 Re κ) Y, which has unit norm under the radial weight r², in place of Y, the second right-hand side becomes −√(2 Re κ) f(0). For Y itself, including the solid angle 4π gives −4πf(0), the usual strength of the source in three dimensions.

## Screened potentials and radial grids

A code that obtains a linearly screened electrostatic potential by summing terms q exp(−kr)/r, with r the distance from each point charge q and 1/k the screening length (Gaussian units, background permittivity 1), relies on this source strength, here established for one centre, constant screening and radial test functions. The same kernel, divided by 4π, inverts −Δ + k² in integral-equation solvers for bound states.

On a radial grid without the point r = 0, the residual of Y under Δ − k², computed with exact derivatives at the grid points, is zero, so it says nothing about the source. The weighted integral does. A convenient test function is f(r) = (1 − r)³ for r ≤ 1 and zero beyond, with f(0) = 1. For every k > 0 a quadrature should reproduce

∫₀¹ exp(−kr) [6r(1 − r) − 6(1 − r)² − k²r(1 − r)³] dr = −1.

## From Green's identity to −f(0)

Write E = exp(−κr). Away from the origin,

Y′ = −(κr + 1)E/r²,

Y″ = [−κ + κ(κr + 1)]E/r² + 2(κr + 1)E/r³ = κ²Y − 2Y′/r.

Thus ΔY = κ²Y for r > 0. Moving the Laplacian from f to Y and ignoring boundary terms would therefore give zero for the integral.

The norm is finite because the weight cancels the singularity:

r²|Y|² = |E|² = exp(−2 Re κ · r),

whose integral over r > 0 is 1/(2 Re κ).

The boundary term in Green's identity is

S(r) = r²(Y f′ − Y′ f) = E[r f′ + (1 + κr) f].

Differentiating the last form gives

S′ = E[−κr f′ − κ(1 + κr)f + f′ + r f″ + κf + (1 + κr)f′]
 = E[r f″ + 2f′ − κ²r f]
 = r² Y (Δf − κ²f).

The middle line is continuous up to r = 0. Beyond the radius where f vanishes, f′ and f″ vanish too, so the integral converges and S is zero there. At the origin S(0) = f(0). Hence

∫₀^∞ r² Y (Δf − κ²f) dr = 0 − S(0) = −f(0).

Some condition on f at large r is needed, although compact support is more than the identity requires. Take κ = k and f(r) = sinh(kr)/(kr), with f(0) = 1. It is smooth on [0,∞) and satisfies Δf = k²f, so the integral is 0 and not −1. Here r f′ + (1 + kr) f = cosh(kr) + sinh(kr) = exp(kr), so S equals 1 at every radius and the contribution from infinity cancels the one from the origin.

Complex κ gives a link to self-adjointness. Since (1 ± i)² = ±2i, a test function with f(0) = 0 satisfies

∫₀^∞ r² Y (Δf ∓ 2i f) dr = 0 for κ = 1 ± i.

Square-integrable functions of this kind are what one looks for when asking whether the Laplacian, restricted to functions vanishing at the origin, has a unique self-adjoint extension.

## The Lean file

```lean
import Mathlib

open MeasureTheory Set Filter Topology

namespace YukawaDeltaSource

noncomputable section

/-- The radial Yukawa function `exp(-κ r) / r` with complex decay constant `κ`. -/
def yukawa (κ : ℂ) (r : ℝ) : ℂ := Complex.exp (-κ * r) / r

/-- The closed form `-(κ r + 1) exp(-κ r) / r²` of the slope of the Yukawa function. -/
def yukawaSlope (κ : ℂ) (r : ℝ) : ℂ := -(κ * r + 1) * Complex.exp (-κ * r) / (r : ℂ) ^ 2

/-- The Laplacian `f'' + 2 f' / r` of a radial function with derivatives `f₁` and `f₂`. -/
def radialLaplacian (f₁ f₂ : ℝ → ℂ) (r : ℝ) : ℂ := f₂ r + 2 / r * f₁ r

/-- `f` is twice continuously differentiable on `[0, ∞)`, with derivatives `f₁` and `f₂`,
and vanishes beyond some radius. -/
structure IsRadialTest (f f₁ f₂ : ℝ → ℂ) : Prop where
  deriv_one : ∀ r, 0 ≤ r → HasDerivWithinAt f (f₁ r) (Ici 0) r
  deriv_two : ∀ r, 0 ≤ r → HasDerivWithinAt f₁ (f₂ r) (Ici 0) r
  cont : ContinuousOn f₂ (Ici 0)
  supp : ∃ R : ℝ, ∀ r, R < r → f r = 0

/-- The surface term `exp(-κ r) (r f' + (1 + κ r) f)` of Green's identity. -/
def surfaceTerm (κ : ℂ) (f f₁ : ℝ → ℂ) (r : ℝ) : ℂ :=
  Complex.exp (-κ * r) * (r * f₁ r + (1 + κ * r) * f r)

theorem hasDerivAt_coe (r : ℝ) : HasDerivAt (fun x : ℝ => (x : ℂ)) 1 r :=
  (hasDerivAt_id' r).ofReal_comp.congr_deriv Complex.ofReal_one

/-- Away from the origin the Yukawa function `Y` satisfies `Y'' = κ² Y - 2 Y' / r`. -/
theorem yukawa_helmholtz (κ : ℂ) {r : ℝ} (hr : 0 < r) :
    HasDerivAt (yukawa κ) (yukawaSlope κ r) r ∧
    HasDerivAt (yukawaSlope κ) (κ ^ 2 * yukawa κ r - 2 / r * yukawaSlope κ r) r := by
  have hne : (r : ℂ) ≠ 0 := Complex.ofReal_ne_zero.mpr hr.ne'
  have hc := hasDerivAt_coe r
  have he := (hc.const_mul (-κ)).cexp
  constructor
  · refine (he.fun_div hc hne).congr_deriv ?_
    unfold yukawaSlope
    ring
  · refine ((((hc.const_mul κ).add_const 1).fun_neg.fun_mul he).fun_div
      (hc.fun_pow 2) (pow_ne_zero 2 hne)).congr_deriv ?_
    unfold yukawaSlope yukawa
    generalize Complex.exp (-κ * r) = E
    field_simp
    ring

/-- For `Re κ > 0` the Yukawa function is square integrable with weight `r²`, and its
weighted square norm is `1 / (2 Re κ)`. -/
theorem yukawa_sq_integral {κ : ℂ} (hκ : 0 < κ.re) :
    IntegrableOn (fun r : ℝ => r ^ 2 * ‖yukawa κ r‖ ^ 2) (Ioi 0) ∧
    ∫ r in Ioi (0 : ℝ), r ^ 2 * ‖yukawa κ r‖ ^ 2 = 1 / (2 * κ.re) := by
  -- the weight cancels the singularity and leaves a pure exponential
  have e : EqOn (fun r : ℝ => Real.exp (-(2 * κ.re) * r))
      (fun r : ℝ => r ^ 2 * ‖yukawa κ r‖ ^ 2) (Ioi 0) := by
    intro r hr
    have hr0 : r ≠ 0 := (mem_Ioi.mp hr).ne'
    have hn : ‖yukawa κ r‖ ^ 2 = Real.exp (-κ.re * r) ^ 2 / r ^ 2 := by
      unfold yukawa
      rw [norm_div, Complex.norm_exp, Complex.norm_real, div_pow, Real.norm_eq_abs, sq_abs]
      simp
    have hx : Real.exp (-(2 * κ.re) * r) = Real.exp (-κ.re * r) ^ 2 := by
      rw [sq, ← Real.exp_add]
      congr 1
      ring
    change Real.exp (-(2 * κ.re) * r) = r ^ 2 * ‖yukawa κ r‖ ^ 2
    rw [hn, hx, mul_div_cancel₀ _ (pow_ne_zero 2 hr0)]
  refine ⟨(exp_neg_integrableOn_Ioi 0 (by linarith)).congr_fun e measurableSet_Ioi, ?_⟩
  rw [← setIntegral_congr_fun measurableSet_Ioi e,
    integral_exp_mul_Ioi (by linarith) 0, mul_zero, Real.exp_zero, neg_div_neg_eq]

theorem weighted_eq (κ : ℂ) (f f₁ f₂ : ℝ → ℂ) {r : ℝ} (hr : 0 < r) :
    (r : ℂ) ^ 2 * (yukawa κ r * (radialLaplacian f₁ f₂ r - κ ^ 2 * f r)) =
      Complex.exp (-κ * r) * (r * f₂ r + 2 * f₁ r - κ ^ 2 * r * f r) := by
  have hne : (r : ℂ) ≠ 0 := Complex.ofReal_ne_zero.mpr hr.ne'
  unfold yukawa radialLaplacian
  generalize Complex.exp (-κ * r) = E
  field_simp

/-- Green's identity in differential form: for `r > 0` the weighted product of `Y` with
`(Δ - κ²) f` is the derivative of the surface term. -/
theorem surfaceTerm_deriv (κ : ℂ) {f f₁ f₂ : ℝ → ℂ} (h : IsRadialTest f f₁ f₂)
    {r : ℝ} (hr : 0 < r) :
    HasDerivAt (surfaceTerm κ f f₁)
      ((r : ℂ) ^ 2 * (yukawa κ r * (radialLaplacian f₁ f₂ r - κ ^ 2 * f r))) r := by
  have hc := hasDerivAt_coe r
  have h1 := (h.deriv_one r hr.le).hasDerivAt (Ici_mem_nhds hr)
  have h2 := (h.deriv_two r hr.le).hasDerivAt (Ici_mem_nhds hr)
  refine ((hc.const_mul (-κ)).cexp.fun_mul ((hc.fun_mul h2).fun_add
    (((hc.const_mul κ).const_add 1).fun_mul h1))).congr_deriv ?_
  rw [weighted_eq κ f f₁ f₂ hr]
  ring

/-- Beyond some positive radius a test function vanishes with its first two derivatives. -/
theorem IsRadialTest.vanish {f f₁ f₂ : ℝ → ℂ} (h : IsRadialTest f f₁ f₂) :
    ∃ R : ℝ, 0 < R ∧ ∀ r, R < r → f r = 0 ∧ f₁ r = 0 ∧ f₂ r = 0 := by
  obtain ⟨R, hR⟩ := h.supp
  -- a function that is zero on an open half-line has zero derivative there
  have key : ∀ g g' : ℝ → ℂ, (∀ r, 0 ≤ r → HasDerivWithinAt g (g' r) (Ici 0) r) →
      (∀ r, max R 1 < r → g r = 0) → ∀ r, max R 1 < r → g' r = 0 := by
    intro g g' hg hz r hr
    have hr0 : 0 < r := by linarith [le_max_right R 1]
    have e : g =ᶠ[𝓝 r] fun _ => (0 : ℂ) := by
      filter_upwards [Ioi_mem_nhds hr] with t ht
      exact hz t ht
    exact ((hg r hr0.le).hasDerivAt (Ici_mem_nhds hr0)).unique
      ((hasDerivAt_const r (0 : ℂ)).congr_of_eventuallyEq e)
  have z0 : ∀ r, max R 1 < r → f r = 0 := fun r hr => hR r ((le_max_left R 1).trans_lt hr)
  have z1 := key f f₁ h.deriv_one z0
  have z2 := key f₁ f₂ h.deriv_two z1
  exact ⟨max R 1, by linarith [le_max_right R 1], fun r hr => ⟨z0 r hr, z1 r hr, z2 r hr⟩⟩

/-- For `Re κ > 0` the Yukawa function is square integrable with weight `r²`, while its weighted
integral against `(Δ - κ²) f` converges and equals `-f(0)` for every radial test function `f`. -/
theorem yukawa_delta_source {κ : ℂ} (hκ : 0 < κ.re) {f f₁ f₂ : ℝ → ℂ}
    (h : IsRadialTest f f₁ f₂) :
    IntegrableOn (fun r : ℝ => r ^ 2 * ‖yukawa κ r‖ ^ 2) (Ioi 0) ∧
    IntegrableOn (fun r : ℝ => (r : ℂ) ^ 2 *
      (yukawa κ r * (radialLaplacian f₁ f₂ r - κ ^ 2 * f r))) (Ioi 0) ∧
    ∫ r in Ioi (0 : ℝ), (r : ℂ) ^ 2 *
      (yukawa κ r * (radialLaplacian f₁ f₂ r - κ ^ 2 * f r)) = -f 0 := by
  obtain ⟨R, _, hz⟩ := h.vanish
  have c0 : ContinuousOn f (Ici 0) := fun r hr => (h.deriv_one r hr).continuousWithinAt
  have c1 : ContinuousOn f₁ (Ici 0) := fun r hr => (h.deriv_two r hr).continuousWithinAt
  have c2 := h.cont
  -- the integrand extends continuously to the origin and has bounded support
  have hc : ContinuousOn (fun r : ℝ => Complex.exp (-κ * r) *
      (r * f₂ r + 2 * f₁ r - κ ^ 2 * r * f r)) (Ici 0) := by fun_prop
  have hi : IntegrableOn (fun r : ℝ => Complex.exp (-κ * r) *
      (r * f₂ r + 2 * f₁ r - κ ^ 2 * r * f r)) (Ioi 0) := by
    have hsub : Icc (0 : ℝ) R ⊆ Ici 0 := fun r hr => hr.1
    refine ((hc.mono hsub).integrableOn_Icc).of_forall_sdiff_eq_zero measurableSet_Ioi ?_
    rintro r ⟨hr, hn⟩
    have hRr : R < r := by
      by_contra hle
      exact hn ⟨(mem_Ioi.mp hr).le, not_lt.mp hle⟩
    obtain ⟨a, b, c⟩ := hz r hRr
    simp [a, b, c]
  have hint := hi.congr_fun (fun r hr => (weighted_eq κ f f₁ f₂ hr).symm) measurableSet_Ioi
  refine ⟨(yukawa_sq_integral hκ).1, hint, ?_⟩
  have hs : ContinuousOn (surfaceTerm κ f f₁) (Ici 0) := by
    unfold surfaceTerm
    fun_prop
  have ht : Tendsto (surfaceTerm κ f f₁) atTop (𝓝 0) := by
    refine tendsto_const_nhds.congr' ?_
    filter_upwards [eventually_gt_atTop R] with r hr
    simp [surfaceTerm, (hz r hr).1, (hz r hr).2.1]
  -- only the surface term at the origin survives
  rw [integral_Ioi_of_hasDerivAt_of_tendsto (hs 0 self_mem_Ici)
    (fun r hr => surfaceTerm_deriv κ h hr) hint ht]
  simp [surfaceTerm]

/-- For a radial test function `f` with `f(0) = 0`, the integrals with weight `r²` of the Yukawa
functions with `κ = 1 + i` and `κ = 1 - i` against `(Δ - 2i) f` and `(Δ + 2i) f` respectively are
zero. -/
theorem deficiency_pair {f f₁ f₂ : ℝ → ℂ} (h : IsRadialTest f f₁ f₂) (h0 : f 0 = 0) :
    (∫ r in Ioi (0 : ℝ), (r : ℂ) ^ 2 * (yukawa (1 + Complex.I) r *
      (radialLaplacian f₁ f₂ r - 2 * Complex.I * f r)) = 0) ∧
    (∫ r in Ioi (0 : ℝ), (r : ℂ) ^ 2 * (yukawa (1 - Complex.I) r *
      (radialLaplacian f₁ f₂ r + 2 * Complex.I * f r)) = 0) := by
  have a := (yukawa_delta_source (κ := 1 + Complex.I) (by simp) h).2.2
  have b := (yukawa_delta_source (κ := 1 - Complex.I) (by simp) h).2.2
  have ea : (1 + Complex.I) ^ 2 = 2 * Complex.I := by linear_combination Complex.I_sq
  have eb : (1 - Complex.I) ^ 2 = -(2 * Complex.I) := by linear_combination Complex.I_sq
  rw [h0, neg_zero] at a b
  simp only [ea] at a
  simp only [eb, neg_mul, sub_neg_eq_add] at b
  exact ⟨a, by simpa only [neg_mul] using b⟩

theorem hasDerivAt_max_pow {n : ℕ} (hn : 2 ≤ n) (x : ℝ) :
    HasDerivAt (fun t : ℝ => max t 0 ^ n) ((n : ℝ) * max x 0 ^ (n - 1)) x := by
  have key : ∀ y : ℝ, y ≠ 0 →
      HasDerivAt (fun t : ℝ => max t 0 ^ n) ((n : ℝ) * max y 0 ^ (n - 1)) y := by
    intro y hy
    rcases lt_or_gt_of_ne hy with h | h
    · have e : (fun t : ℝ => max t 0 ^ n) =ᶠ[𝓝 y] fun _ => (0 : ℝ) := by
        filter_upwards [Iio_mem_nhds h] with t ht
        rw [max_eq_right (mem_Iio.mp ht).le, zero_pow (by omega)]
      refine ((hasDerivAt_const y (0 : ℝ)).congr_of_eventuallyEq e).congr_deriv ?_
      rw [max_eq_right h.le, zero_pow (by omega), mul_zero]
    · have e : (fun t : ℝ => max t 0 ^ n) =ᶠ[𝓝 y] fun t => t ^ n := by
        filter_upwards [Ioi_mem_nhds h] with t ht
        rw [max_eq_left (mem_Ioi.mp ht).le]
      refine ((hasDerivAt_pow n y).congr_of_eventuallyEq e).congr_deriv ?_
      rw [max_eq_left (le_of_lt h)]
  by_cases hx : x = 0
  · subst hx
    exact hasDerivAt_of_hasDerivAt_of_ne (g := fun y : ℝ => (n : ℝ) * max y 0 ^ (n - 1)) key
      (Continuous.continuousAt (by fun_prop)) (Continuous.continuousAt (by fun_prop))
  · exact key x hx

/-- The cubic cap, `(1 - r)³` for `r ≤ 1` and zero beyond. -/
def cubicCap (r : ℝ) : ℂ := ((max (1 - r) 0 ^ 3 : ℝ) : ℂ)

/-- The cubic cap is a radial test function with value one at the origin. -/
theorem cubicCap_witness :
    IsRadialTest cubicCap (fun r => ((-3 * max (1 - r) 0 ^ 2 : ℝ) : ℂ))
      (fun r => ((6 * max (1 - r) 0 : ℝ) : ℂ)) ∧ cubicCap 0 = 1 := by
  refine ⟨⟨fun r _ => ?_, fun r _ => ?_, ?_, 1, fun r hr => ?_⟩, by simp [cubicCap]⟩
  · have d : HasDerivAt (fun t : ℝ => max (1 - t) 0 ^ 3) (-3 * max (1 - r) 0 ^ 2) r := by
      refine ((hasDerivAt_max_pow (n := 3) (by norm_num) (1 - r)).comp r
        ((hasDerivAt_id' r).const_sub 1)).congr_deriv ?_
      change ((3 : ℕ) : ℝ) * max (1 - r) 0 ^ 2 * -1 = _
      push_cast
      ring
    exact d.ofReal_comp.hasDerivWithinAt
  · have d : HasDerivAt (fun t : ℝ => -3 * max (1 - t) 0 ^ 2) (6 * max (1 - r) 0) r := by
      refine (((hasDerivAt_max_pow (n := 2) le_rfl (1 - r)).comp r
        ((hasDerivAt_id' r).const_sub 1)).const_mul (-3)).congr_deriv ?_
      change -3 * (((2 : ℕ) : ℝ) * max (1 - r) 0 ^ 1 * -1) = _
      push_cast
      ring
    exact d.ofReal_comp.hasDerivWithinAt
  · exact (Complex.continuous_ofReal.comp (by fun_prop)).continuousOn
  · have hm : max (1 - r) 0 = 0 := max_eq_right (by linarith)
    simp [cubicCap, hm]

end

end YukawaDeltaSource
```

```lean
#print axioms YukawaDeltaSource.yukawa_helmholtz
#print axioms YukawaDeltaSource.yukawa_delta_source
#print axioms YukawaDeltaSource.deficiency_pair
```

```
'YukawaDeltaSource.yukawa_helmholtz' depends on axioms: [propext, Classical.choice, Quot.sound]
'YukawaDeltaSource.yukawa_delta_source' depends on axioms: [propext, Classical.choice, Quot.sound]
'YukawaDeltaSource.deficiency_pair' depends on axioms: [propext, Classical.choice, Quot.sound]
```

## What is established about the source, and for which functions

The main theorem is `yukawa_delta_source`. Its hypothesis `0 < κ.re` is the decay condition, and `IsRadialTest f f₁ f₂` says that `f₁` and `f₂` are the first and second derivatives of `f` on [0,∞), that `f₂` is continuous there, and that `f` vanishes beyond some radius. The derivative at the origin is one-sided, and values at negative r play no part. The conclusion has three parts: Y is square integrable with weight r², the integral against Δf − κ²f converges, and its value is −f(0). The set `Ioi 0` is the open half-line r > 0. The measure is dr with the factor r² written out, so there is no 4π.

Nothing requires f′(0) = 0. As a function in space, f may have a cusp at the origin, as the cubic cap does with f′(0) = −3. The term 2f′/r is then singular, but the weight makes it harmless.

The proof follows the derivation closely:

- `yukawa_helmholtz` obtains the two derivatives of Y by the quotient rule. It records the contrast with the source term and is not used in the main proof.
- `yukawa_sq_integral` replaces the weighted square by a pure exponential and integrates it.
- `weighted_eq` cancels the powers of r in the integrand, and `surfaceTerm_deriv` uses the product rule to show that this integrand is S′.
- `IsRadialTest.vanish` shows that f′ and f″ are zero beyond the support, because a function that is zero on an open half-line has zero derivative there.
- `yukawa_delta_source` gets integrability from continuity on a bounded interval and vanishing outside it. It then applies `integral_Ioi_of_hasDerivAt_of_tendsto`, the fundamental theorem of calculus on a half-line, with limit 0 at infinity and value f(0) at the origin.

`deficiency_pair` inserts κ = 1 ± i and f(0) = 0 into the main theorem. It states only that the integrals are zero; since Lean also assigns zero to a divergent integral, the convergence has to be read from the main theorem. The pairing contains Y without complex conjugation, so in the usual inner product the function orthogonal to (Δ − 2i)f is the conjugate of Y for κ = 1 + i, which is Y for κ = 1 − i. No operator domain, adjoint or deficiency index is defined, and self-adjoint extensions are not classified.

`cubicCap_witness` confirms that the cubic cap is an admissible test function with value 1 at the origin, so the source term is not always zero. Its supporting lemma, `hasDerivAt_max_pow`, differentiates powers of max(x, 0) with exponent at least 2, treating the joint at x = 0 through continuity of the function and of its derivative formula.

The theorem concerns exact integrals. It gives no error bound for a quadrature or a finite-difference Laplacian, and it does not derive the zero-range limit from a potential of finite range.

A formulation in three-dimensional space would take smooth, compactly supported functions of position and state (Δ − κ²)Y = −4πδ as an equation between distributions. That would include test functions without spherical symmetry. Its radial test functions would all have f′(0) = 0, so the cusped functions allowed here would be left out.
